# Power-law solutions of the radial Dirac equations at a Coulomb singularity $-Z/r$ satisfy $\gamma^2=\kappa^2-(Z/c)^2$

To say that a relativistic orbital behaves as $r^\gamma$ at the nucleus, one must first fix what "behaves as" means. Here it means an exact factorisation: the large and small radial functions are $P=r^\gamma p$ and $Q=r^\gamma q$, where the amplitudes $p$ and $q$ are continuously differentiable up to and including $r=0$ and do not both vanish there. The differential equations themselves are required only for $0<r<R$, so the singular point is never inserted into them.

The result concerns one electron in a local central potential that, apart from the term $-Z/r$, stays bounded near the nucleus. Within that model it supplies the starting exponent for outward integration in a radial Dirac solver, for point and finite nuclei alike. The nonlocal exchange term of Dirac–Fock theory is not covered.

## The equations and their regular form

The potential energy is $V(r)=-Z/r+W(r)$. The number $Z$ is the strength of the singularity, which is the nuclear charge only for a point nucleus. For a finite nucleus with bounded potential, $Z=0$ and $W$ carries everything.

In Lean 4 with Mathlib:

```lean
import Mathlib

open Filter Set Topology

namespace RadialDiracOrigin

noncomputable section

/-- The potential energy `-Z/r + W(r)` of an electron at radius `r ≠ 0`. -/
def nuclearPotential (Z : ℝ) (W : ℝ → ℝ) (r : ℝ) : ℝ := -Z / r + W r
```

In atomic units, with speed of light $c$, angular quantum number $\kappa$ and energy $E$ measured from the rest energy, the equations are

$$VP+c\left(-Q'+\frac{\kappa}{r}Q\right)=EP,\qquad c\left(P'+\frac{\kappa}{r}P\right)+(V-2c^2)Q=EQ .$$

In this sign convention $s_{1/2}$ has $\kappa=-1$. Physical values of $\kappa$ are nonzero integers, but the theorems take any real number.

```lean
/-- The radial functions `P` (large) and `Q` (small) solve the radial Dirac equations on `(0, R)`
in atomic units, with the energy `E` measured from the rest energy. -/
def SolvesRadialDirac (c κ E R : ℝ) (V P Q : ℝ → ℝ) : Prop :=
  ∀ r ∈ Ioo 0 R, DifferentiableAt ℝ P r ∧ DifferentiableAt ℝ Q r ∧
    V r * P r + c * (-deriv Q r + κ / r * Q r) = E * P r ∧
    c * (deriv P r + κ / r * P r) + (V r - 2 * c ^ 2) * Q r = E * Q r
```

`SolvesRadialDirac` states differentiability explicitly, so `deriv` is a true derivative wherever the equations use it. `PowerLawSolution` collects the conditions on $p$ and $q$; its `Ico 0 R` is the interval $[0,R)$.

```lean
/-- A solution of the form `P = r^γ p`, `Q = r^γ q` in the potential `-Z/r + W`, where `p` and `q`
are continuously differentiable on `[0, R)` and do not both vanish at the nucleus. -/
structure PowerLawSolution (c κ E Z γ R : ℝ) (W p q : ℝ → ℝ) : Prop where
  smooth_p : ContDiffOn ℝ 1 p (Ico 0 R)
  smooth_q : ContDiffOn ℝ 1 q (Ico 0 R)
  nonzero : p 0 ≠ 0 ∨ q 0 ≠ 0
  solves : SolvesRadialDirac c κ E R (nuclearPotential Z W)
    (fun r => r ^ γ * p r) (fun r => r ^ γ * q r)
```

By hand, insert $P'=r^\gamma(\gamma p/r+p')$ and the analogous $Q'$, cancel $r^\gamma$, and multiply by $r$. The second and first equations become, in that order,

$$c\,[rp'+(\gamma+\kappa)p]=(rE+Z-rW+2c^2r)\,q, \tag{1}$$
$$c\,[rq'+(\gamma-\kappa)q]=-(rE+Z-rW)\,p. \tag{2}$$

The exponent formula comes from the limit $r\to0^+$ of these two lines, together with the condition that $p$ and $q$ do not both vanish at $r=0$.

## The rest of the potential is weaker than $1/r$

The hypothesis `hW` says that $rW(r)\to0$ as $r\to0^+$. Physically, $-Z/r$ contains the whole Coulomb singularity, while $W$ holds screening by other electrons or the smooth interior potential of an extended nucleus. By hand, it removes $rW$ from (1) and (2) in the limit. Continuity of $W$ at the nucleus is enough, since $rW(r)$ then tends to $0\cdot W(0)$:

```lean
variable {c κ E Z γ R : ℝ} {W p q : ℝ → ℝ}

/-- If `W` is continuous at the nucleus, then `r W(r)` tends to zero there. -/
theorem tendsto_mul_of_continuous (hW : ContinuousWithinAt W (Ici 0) 0) :
    Tendsto (fun r => r * W r) (𝓝[>] 0) (𝓝 0) := by
  have hid : Tendsto (fun r : ℝ => r) (𝓝[>] 0) (𝓝 0) := tendsto_id.mono_left nhdsWithin_le_nhds
  have h := hid.mul (hW.tendsto.mono_left (nhdsWithin_mono 0 Ioi_subset_Ici_self))
  rw [zero_mul] at h
  exact h
```

Without this condition, $W=-a/r$ could hide a second Coulomb term, and the exponent would depend on $Z+a$ instead of $Z$.

## The amplitudes are smooth up to the nucleus

The hypotheses `smooth_p` and `smooth_q` say that what remains of the orbital after $r^\gamma$ is factored out is continuously differentiable up to the nucleus. They are assumed, not derived from the differential equations. Together with the equations, `hW` and `nonzero` they force $W$ to stay bounded near the nucleus, since an unbounded $W$ would make $p'$ or $q'$ unbounded. The local-density exchange potential at a point nucleus is therefore not covered: it diverges weakly there, because the relativistic density does. By hand, they give $p(r)\to p(0)$ and $q(r)\to q(0)$; the derivatives stay bounded near the origin, so $rp'$ and $rq'$ tend to zero.

```lean
/-- For a function `f` that is continuously differentiable on `[0, R)`, `r f'(r)` tends to zero
at the origin. -/
theorem tendsto_mul_deriv {f : ℝ → ℝ} (hR : 0 < R) (hf : ContDiffOn ℝ 1 f (Ico 0 R)) :
    Tendsto (fun r => r * deriv f r) (𝓝[>] 0) (𝓝 0) := by
  have hcont := hf.continuousOn_derivWithin (uniqueDiffOn_Ico 0 R) (by simp)
  have hle : 𝓝[>] (0 : ℝ) ≤ 𝓝[Ico 0 R] 0 :=
    nhdsWithin_le_of_mem (mem_of_superset (Ioo_mem_nhdsGT hR) Ioo_subset_Ico_self)
  have hid : Tendsto (fun r : ℝ => r) (𝓝[>] 0) (𝓝 0) := tendsto_id.mono_left nhdsWithin_le_nhds
  have h := hid.mul ((hcont 0 ⟨le_rfl, hR⟩).tendsto.mono_left hle)
  rw [zero_mul] at h
  refine h.congr' ?_
  filter_upwards [Ioo_mem_nhdsGT hR] with r hr
  rw [derivWithin_of_mem_nhds (Ico_mem_nhds hr.1 hr.2)]
```

The proof takes the limit of `derivWithin`, the derivative relative to $[0,R)$, which is continuous on that interval, and identifies it with `deriv` at interior points. Without continuity at the origin, $p(0)$ and $q(0)$ could be assigned at will, because the equations say nothing at $r=0$, and they would carry no information about the orbital.

## The equations hold arbitrarily close to the nucleus

The hypothesis `solves`, together with $R>0$, says that the orbital obeys the radial equations in some region reaching down to the nucleus. Nothing is asked about large $r$, so neither normalisability nor quantisation of $E$ enters.

The next two results carry out the reduction to (1) and (2). The first is the product rule. In the second, `mul_left_cancel₀` reduces each claim to the same equation multiplied by the nonzero factor $r^\gamma$, and `linear_combination` obtains that from the original equations multiplied by $r$, using $r\,r^{-1}=1$.

```lean
/-- The derivative of `r^γ f(r)` at `r > 0` is `r^γ (γ f(r)/r + f'(r))`. -/
theorem hasDerivAt_rpow_mul {f : ℝ → ℝ} {f' r : ℝ} (γ : ℝ) (hr : 0 < r)
    (hf : HasDerivAt f f' r) :
    HasDerivAt (fun x => x ^ γ * f x) (r ^ γ * (γ / r * f r + f')) r := by
  have h := (Real.hasDerivAt_rpow_const (p := γ) (Or.inl hr.ne')).fun_mul hf
  refine h.congr_deriv ?_
  rw [Real.rpow_sub_one hr.ne']
  ring

/-- The radial Dirac equations for `p` and `q`, with the factor `r^γ` cancelled and the
singularity at the nucleus multiplied away. -/
theorem reduced_equations (h : PowerLawSolution c κ E Z γ R W p q) {r : ℝ} (hr : r ∈ Ioo 0 R) :
    c * (r * deriv p r + (γ + κ) * p r) = (r * E + Z - r * W r + 2 * c ^ 2 * r) * q r ∧
    c * (r * deriv q r + (γ - κ) * q r) = -(r * E + Z - r * W r) * p r := by
  have hn : Ico 0 R ∈ 𝓝 r := Ico_mem_nhds hr.1 hr.2
  have hP := hasDerivAt_rpow_mul γ hr.1
    ((h.smooth_p.contDiffAt hn).differentiableAt (by simp)).hasDerivAt
  have hQ := hasDerivAt_rpow_mul γ hr.1
    ((h.smooth_q.contDiffAt hn).differentiableAt (by simp)).hasDerivAt
  obtain ⟨_, _, e1, e2⟩ := h.solves r hr
  rw [hQ.deriv] at e1
  rw [hP.deriv] at e2
  simp only [nuclearPotential] at e1 e2
  have hrr : r * r⁻¹ = 1 := mul_inv_cancel₀ hr.1.ne'
  have hA : r ^ γ ≠ 0 := (Real.rpow_pos_of_pos hr.1 γ).ne'
  constructor
  · apply mul_left_cancel₀ hA
    linear_combination r * e2 - r ^ γ * (c * (γ + κ) * p r - Z * q r) * hrr
  · apply mul_left_cancel₀ hA
    linear_combination -r * e1 - r ^ γ * (c * (γ - κ) * q r + Z * p r) * hrr
```

Letting $r\to0^+$, the terms containing $E$ and $2c^2$ vanish as well, and there remains

$$c(\gamma+\kappa)\,p(0)=Z\,q(0),\qquad c(\gamma-\kappa)\,q(0)=-Z\,p(0). \tag{3}$$

The proof computes the limit of each side separately (`l1`, `r1`, `l2`, `r2`) and equates them by uniqueness of limits, since the two sides agree on $(0,R)$.

```lean
/-- The values of `p` and `q` at the nucleus obey two homogeneous linear equations. -/
theorem amplitude_equations (hR : 0 < R) (hW : Tendsto (fun r => r * W r) (𝓝[>] 0) (𝓝 0))
    (h : PowerLawSolution c κ E Z γ R W p q) :
    c * (γ + κ) * p 0 = Z * q 0 ∧ c * (γ - κ) * q 0 = -Z * p 0 := by
  have hle : 𝓝[>] (0 : ℝ) ≤ 𝓝[Ico 0 R] 0 :=
    nhdsWithin_le_of_mem (mem_of_superset (Ioo_mem_nhdsGT hR) Ioo_subset_Ico_self)
  have hp := (h.smooth_p.continuousOn 0 ⟨le_rfl, hR⟩).tendsto.mono_left hle
  have hq := (h.smooth_q.continuousOn 0 ⟨le_rfl, hR⟩).tendsto.mono_left hle
  have hid : Tendsto (fun r : ℝ => r) (𝓝[>] 0) (𝓝 0) := tendsto_id.mono_left nhdsWithin_le_nhds
  have hV := ((hid.mul_const E).add_const Z).sub hW
  -- both sides of each reduced equation have a limit at the nucleus
  have l1 := ((tendsto_mul_deriv hR h.smooth_p).add (hp.const_mul (γ + κ))).const_mul c
  have r1 := (hV.add (hid.const_mul (2 * c ^ 2))).mul hq
  have l2 := ((tendsto_mul_deriv hR h.smooth_q).add (hq.const_mul (γ - κ))).const_mul c
  have r2 := hV.neg.mul hp
  have e1 := tendsto_nhds_unique_of_eventuallyEq l1 r1 (by
    filter_upwards [Ioo_mem_nhdsGT hR] with r hr
    exact (reduced_equations h hr).1)
  have e2 := tendsto_nhds_unique_of_eventuallyEq l2 r2 (by
    filter_upwards [Ioo_mem_nhdsGT hR] with r hr
    exact (reduced_equations h hr).2)
  exact ⟨by linear_combination e1, by linear_combination e2⟩
```

If $R\le0$, the interval is empty and no equation is imposed: constant $p=q=1$ would qualify with any $\gamma$.

## One amplitude survives, and the speed of light is positive

The hypothesis `nonzero` says that $\gamma$ is the leading exponent of the pair. By hand, it makes (3) a homogeneous linear system with a nonzero solution, so its determinant vanishes. Explicitly, if $p(0)\neq0$, multiply the first equation by $c(\gamma-\kappa)$ and use the second:

$$c^2(\gamma^2-\kappa^2)\,p(0)=Zc(\gamma-\kappa)\,q(0)=-Z^2p(0).$$

If $q(0)\ne0$, multiply the second equation by $c(\gamma+\kappa)$ and use the first. Either way $c^2(\gamma^2-\kappa^2)+Z^2=0$, and division by $c^2$ gives

$$\gamma^2=\kappa^2-\left(\frac{Z}{c}\right)^2 .$$

```lean
/-- If `r W(r)` tends to zero at the nucleus, the exponent of a power-law solution satisfies `γ² =
κ² - (Z/c)²`. -/
theorem exponent_sq (hc : 0 < c) (hR : 0 < R)
    (hW : Tendsto (fun r => r * W r) (𝓝[>] 0) (𝓝 0))
    (h : PowerLawSolution c κ E Z γ R W p q) : γ ^ 2 = κ ^ 2 - (Z / c) ^ 2 := by
  obtain ⟨a1, a2⟩ := amplitude_equations hR hW h
  -- the determinant of the amplitude equations vanishes
  have key : c ^ 2 * (γ ^ 2 - κ ^ 2) + Z ^ 2 = 0 := by
    rcases h.nonzero with h0 | h0
    · apply mul_right_cancel₀ h0
      linear_combination c * (γ - κ) * a1 + Z * a2
    · apply mul_right_cancel₀ h0
      linear_combination c * (γ + κ) * a2 - Z * a1
  have hdiv : Z ^ 2 / c ^ 2 = κ ^ 2 - γ ^ 2 := by
    rw [div_eq_iff (pow_ne_zero 2 hc.ne')]
    linear_combination key
  rw [div_pow, hdiv]
  ring
```

The two cases of `rcases h.nonzero` are these two calculations. Without `nonzero`, one could write $r^\gamma p=r^{\gamma-1}(rp)$, and likewise for $q$, and so lower the exponent by one without changing the orbital.

The condition $c>0$ reflects that $c$ is a physical speed; it is used in the final division. At $c=0$ the equations lose their derivatives, and with $V=E=0$ every $\gamma$ would be allowed.

## The exponent is positive

The condition $\gamma>0$ selects the solution whose radial functions vanish at the nucleus. The exponent formula does not need it, but the next two results do. It also makes a separate assumption $\kappa\neq0$ unnecessary, because $\kappa^2=\gamma^2+(Z/c)^2>0$.

Set $Z=0$, as for a finite nucleus. Then $\gamma^2=\kappa^2$, so $\gamma=|\kappa|$. The equations (3) reduce to $(\gamma+\kappa)p(0)=0$ and $(\gamma-\kappa)q(0)=0$. For $\kappa<0$ the factor $\gamma-\kappa$ is positive and $q(0)=0$; for $\kappa>0$ the factor $\gamma+\kappa$ is positive and $p(0)=0$.

```lean
/-- Without a Coulomb singularity (`Z = 0`) a positive exponent equals `|κ|`; the small component
has `q(0) = 0` if `κ < 0`, and the large component has `p(0) = 0` if `κ > 0`. -/
theorem exponent_of_no_singularity (hc : 0 < c) (hR : 0 < R) (hγ : 0 < γ)
    (hW : Tendsto (fun r => r * W r) (𝓝[>] 0) (𝓝 0))
    (h : PowerLawSolution c κ E 0 γ R W p q) :
    γ = |κ| ∧ (κ < 0 → q 0 = 0) ∧ (0 < κ → p 0 = 0) := by
  obtain ⟨a1, a2⟩ := amplitude_equations hR hW h
  have hsq : γ ^ 2 = κ ^ 2 := by
    have := exponent_sq hc hR hW h
    rw [zero_div] at this
    linear_combination this
  refine ⟨?_, fun hκ => ?_, fun hκ => ?_⟩
  · have := (sq_eq_sq_iff_abs_eq_abs γ κ).mp hsq
    rwa [abs_of_pos hγ] at this
  · have hne : c * (γ - κ) ≠ 0 := (mul_pos hc (by linarith)).ne'
    apply mul_left_cancel₀ hne
    linear_combination a2
  · have hne : c * (γ + κ) ≠ 0 := (mul_pos hc (by linarith)).ne'
    apply mul_left_cancel₀ hne
    linear_combination a1
```

The proof passes from equal squares to equal absolute values, then cancels the positive factor in each case. Without $\gamma>0$, the irregular solution with $\gamma=-|\kappa|$ would also be admitted, and the vanishing amplitude would be the other one.

For general $Z$, a positive $\gamma$ also limits the strength of the singularity. From $Z^2=(c\kappa)^2-(c\gamma)^2<(c\kappa)^2$ it follows that $|Z|<c|\kappa|$.

```lean
/-- If `r W(r)` tends to zero at the nucleus, a power-law solution with positive exponent requires
`|Z| < c |κ|`. -/
theorem charge_bound (hc : 0 < c) (hR : 0 < R) (hγ : 0 < γ)
    (hW : Tendsto (fun r => r * W r) (𝓝[>] 0) (𝓝 0))
    (h : PowerLawSolution c κ E Z γ R W p q) : |Z| < c * |κ| := by
  have h1 := exponent_sq hc hR hW h
  have hZ : Z ^ 2 = (Z / c) ^ 2 * c ^ 2 := by
    rw [← mul_pow, div_mul_cancel₀ Z hc.ne']
  have h2 : Z ^ 2 = (c * κ) ^ 2 - (c * γ) ^ 2 := by linear_combination hZ + c ^ 2 * h1
  have h3 : 0 < (c * γ) ^ 2 := by positivity
  have h4 := sq_lt_sq.mp (show Z ^ 2 < (c * κ) ^ 2 by linarith)
  rwa [abs_mul, abs_of_pos hc] at h4
```

This bound belongs to the singularity, not to the nuclear charge as such: a finite nucleus has $Z=0$ here and meets it automatically. If $\gamma=0$ were allowed, only $|Z|\le c|\kappa|$ would remain.

## An exponential solution and its limit $Z=0$

For every $\kappa<0$ and every $\gamma>0$ that obeys the exponent formula, the pure Coulomb field ($W=0$) has the explicit solution

$$p=c(\gamma-\kappa)\,e^{Zr/\kappa},\qquad q=-Z\,e^{Zr/\kappa},\qquad E=c^2\left(-\frac{\gamma}{\kappa}-1\right).$$

To check it by hand, insert it into (1) and (2) and compare powers of $r$ after cancelling the exponential. The constant terms are the equations (3), which hold because $Z^2=c^2(\kappa^2-\gamma^2)$. The terms linear in $r$ require

$$\frac{cZ}{\kappa}\,c(\gamma-\kappa)=-(E+2c^2)Z,\qquad -\frac{cZ^2}{\kappa}=-E\,c(\gamma-\kappa),$$

and both hold for the stated $E$.

```lean
/-- For `κ < 0` and any `γ > 0` with `γ² = κ² - (Z/c)²`, an explicit exponential solution in the
pure Coulomb field has energy `c² (-γ/κ - 1)`. -/
theorem powerLawSolution_witness (R : ℝ) (hc : 0 < c) (hκ : κ < 0) (hγ : 0 < γ)
    (h : γ ^ 2 = κ ^ 2 - (Z / c) ^ 2) :
    PowerLawSolution c κ (c ^ 2 * (-γ / κ - 1)) Z γ R (fun _ => 0)
      (fun r => c * (γ - κ) * Real.exp (Z / κ * r)) (fun r => -Z * Real.exp (Z / κ * r)) := by
  have hZ : Z ^ 2 = c ^ 2 * (κ ^ 2 - γ ^ 2) := by
    have h1 : Z ^ 2 = (Z / c) ^ 2 * c ^ 2 := by
      rw [← mul_pow, div_mul_cancel₀ Z hc.ne']
    linear_combination h1 + c ^ 2 * h
  have hs : κ * κ⁻¹ = 1 := mul_inv_cancel₀ hκ.ne
  refine ⟨ContDiff.contDiffOn (by fun_prop), ContDiff.contDiffOn (by fun_prop), Or.inl ?_, ?_⟩
  · exact (mul_pos (mul_pos hc (by linarith)) (Real.exp_pos _)).ne'
  · intro r hr
    have hexp (a : ℝ) : HasDerivAt (fun x : ℝ => a * Real.exp (Z / κ * x))
        (a * (Real.exp (Z / κ * r) * (Z / κ))) r :=
      (((hasDerivAt_id' r).const_mul (Z / κ)).congr_deriv (mul_one _)).exp.const_mul a
    have hD (a : ℝ) : HasDerivAt (fun x : ℝ => x ^ γ * (a * Real.exp (Z / κ * x)))
        (r ^ γ * (γ / r * (a * Real.exp (Z / κ * r))
          + a * (Real.exp (Z / κ * r) * (Z / κ)))) r :=
      hasDerivAt_rpow_mul γ hr.1 (hexp a)
    refine ⟨(hD _).differentiableAt, (hD _).differentiableAt, ?_, ?_⟩
    · simp only [nuclearPotential]
      rw [(hD (-Z)).deriv]
      linear_combination r ^ γ * Real.exp (Z / κ * r) *
        (c * κ⁻¹ * hZ - c ^ 3 * (γ - κ) * hs)
    · simp only [nuclearPotential]
      rw [(hD (c * (γ - κ))).deriv]
      linear_combination r ^ γ * Real.exp (Z / κ * r) * (r⁻¹ * hZ - c ^ 2 * Z * hs)

end

end RadialDiracOrigin
```

The proof differentiates the two exponentials and verifies the original equations with the same relation for $Z^2$. The solution is unnormalised. For $Z<0$ it grows exponentially and is not a bound state. For $Z>0$ it decays, and the condition $\int_0^\infty(P^2+Q^2)\,dr=1$ is met after multiplying both functions by

$$N=\left[\frac{(2Z/|\kappa|)^{2\gamma+1}}{2c^2|\kappa|(\gamma+|\kappa|)\,\Gamma(2\gamma+1)}\right]^{1/2}.$$

With $\kappa=-1$ this is the hydrogen-like $1s_{1/2}$ state.

At $Z=0$ the exponential becomes constant and $\gamma=-\kappa=|\kappa|$. What remains is $P\propto r^{|\kappa|}$, $Q=0$ and $E=0$, which solves the free equations because $P'+\kappa P/r=0$. This function is not normalisable on $(0,\infty)$, so it is not a bound state and illustrates only the behaviour at the origin. There it shows the pattern found above for $\kappa<0$: the large amplitude survives and the small one vanishes.

```lean
#print axioms RadialDiracOrigin.tendsto_mul_of_continuous
-- 'RadialDiracOrigin.tendsto_mul_of_continuous' depends on axioms: [propext, Classical.choice, Quot.sound]
#print axioms RadialDiracOrigin.reduced_equations
-- 'RadialDiracOrigin.reduced_equations' depends on axioms: [propext, Classical.choice, Quot.sound]
#print axioms RadialDiracOrigin.exponent_of_no_singularity
-- 'RadialDiracOrigin.exponent_of_no_singularity' depends on axioms: [propext, Classical.choice, Quot.sound]
#print axioms RadialDiracOrigin.charge_bound
-- 'RadialDiracOrigin.charge_bound' depends on axioms: [propext, Classical.choice, Quot.sound]
```
